# A Fourth-Order Bound on the Shadow-Energy Error after One Newton Update

## Densities, residual and shadow energy

The nuclei are held fixed. The auxiliary density n and the self-consistent ground-state density q are elements of a real normed space V, such as a finite list of density coefficients. The residual f maps V to V and vanishes at q. In extended Lagrangian Born-Oppenheimer dynamics one may think of f(n) = ρ[n] − n, where ρ[n] is the density returned by the electronic problem set up with n. The Jacobian of f at x is the linear map J(x).

The shadow energy U(n) approximates the Born-Oppenheimer energy E, and its error is assumed to be of second order:

|U(x) − E| ≤ C‖x − q‖² for all x, with C ≥ 0.

Two more constants describe the residual. The number M bounds how fast the Jacobian changes away from n, and so measures the nonlinearity of the density response:

‖J(x) − J(n)‖ ≤ M‖x − n‖ for all x.

The number m > 0, which is not a mass, bounds from below how strongly the residual responds, to first order, to a change v of the density at n:

m‖v‖ ≤ ‖J(n)v‖ for all v.

If even the largest possible m is small, some change of the density nearly reproduces itself through ρ, so that the residual hardly registers it.

A Newton update of n is a density n₁ with

J(n)(n₁ − n) = −f(n).

## From second to fourth order

Under these conditions,

|U(n₁) − E| ≤ C M²‖n − q‖⁴/(4m²).

First compare f with its linearisation at n. For 0 ≤ t ≤ 1 let

g(t) = f(n + t(q − n)) − f(n) − t J(n)(q − n).

Then g(0) = 0, and

g′(t) = [J(n + t(q − n)) − J(n)](q − n), so ‖g′(t)‖ ≤ M‖q − n‖² t.

The right-hand side is the derivative of M‖q − n‖² t²/2, which also starts from zero. At t = 1 this gives

‖f(q) − f(n) − J(n)(q − n)‖ ≤ M‖q − n‖²/2.

Now apply J(n) to the new density error. Since n₁ − q = (n₁ − n) − (q − n) and f(q) = 0,

J(n)(n₁ − q) = −f(n) − J(n)(q − n) = f(q) − f(n) − J(n)(q − n).

This is the linearisation error just bounded. The lower bound on J(n) therefore yields

m‖n₁ − q‖ ≤ M‖n − q‖²/2, that is, ‖n₁ − q‖ ≤ M‖n − q‖²/(2m).

Inserting this in the quadratic energy bound proves the claim.

For repeated updates n₀, n₁, n₂, … with M > 0 and the same constants at every iterate, set rₖ = M‖nₖ − q‖/(2m). The density bound becomes rₖ₊₁ ≤ rₖ², hence rₖ ≤ r₀^(2^k), and

|U(nₖ) − E| ≤ C(2m/M)² rₖ² ≤ C(2m/M)² r₀^(2^(k+1)).

If r₀ < 1, the right-hand side tends to zero.

For shadow dynamics at a fixed nuclear configuration, the result says what one correction of the auxiliary density with the exact Jacobian does to the energy error. Forces and the propagation in time do not enter.

The same argument also treats an approximate Jacobian K, a case argued here in prose alone. Suppose K(n₁ − n) = −f(n), ‖J(n) − K‖ ≤ δ and m‖v‖ ≤ ‖Kv‖ for all v. Then K(n₁ − q) is the linearisation error plus (J(n) − K)(q − n), so

‖n₁ − q‖ ≤ (δ‖n − q‖ + M‖n − q‖²/2)/m.

For fixed δ > 0 the resulting energy bound is again of second order, with leading coefficient Cδ²/m².

## The Newton update as a linear equation

The space `V` is any real normed space; neither finite dimension nor completeness is required.

In Lean 4 with Mathlib:

```lean
import Mathlib

open Filter Topology Set

namespace ShadowEnergyNewton

variable {V : Type*} [NormedAddCommGroup V] [NormedSpace ℝ V]
```

`IsNewtonUpdate f J n n₁` says that `n₁` solves the linear system, so no inverse of `J n` is needed. That a solution exists is part of the hypothesis. In finite dimension the lower bound on `J n` makes it invertible and supplies exactly one solution; in infinite dimension the bound gives uniqueness only.

```lean
/-- The density `n₁` is a Newton update of `n` for the residual `f` with Jacobian `J`:
it solves the linear system `J(n) (n₁ - n) = -f(n)`. -/
def IsNewtonUpdate (f : V → V) (J : V → V →L[ℝ] V) (n n₁ : V) : Prop :=
  J n (n₁ - n) = -f n
```

For a single density variable the update has its explicit form.

```lean
/-- The Newton update of a single density variable, `n - f(n)/f'(n)`, for `f'(n) ≠ 0`. -/
noncomputable def scalarUpdate (f f' : ℝ → ℝ) (n : ℝ) : ℝ := n - f n / f' n
```

## The linearisation error along a segment

The hypothesis `hJ` says that `J x` is the derivative of `f` at every `x`, and `hL` is the bound with constant `M`, centred at `n`. In the proof, `hg` computes g′(t) and `hB` differentiates the comparison function. The Mathlib lemma `image_norm_le_of_norm_deriv_right_le_deriv_boundary` compares the two on [0, 1]. The `calc` block supplies the required estimate of ‖g′(t)‖ through the operator norm.

```lean
/-- If the Jacobian of the residual changes at most at rate `M` away from `n`, linearising the
residual at `n` makes an error of at most `M ‖q - n‖² / 2` at `q`. -/
theorem linearisation_error {f : V → V} {J : V → V →L[ℝ] V} {M : ℝ} {n : V}
    (hJ : ∀ x, HasFDerivAt f (J x) x) (hL : ∀ x, ‖J x - J n‖ ≤ M * ‖x - n‖) (q : V) :
    ‖f q - f n - J n (q - n)‖ ≤ M / 2 * ‖q - n‖ ^ 2 := by
  -- the linearisation error along the segment from n to q, and its derivative
  have hg : ∀ t : ℝ, HasDerivAt
      (fun t : ℝ => f (n + t • (q - n)) - f n - t • J n (q - n))
      (J (n + t • (q - n)) (q - n) - J n (q - n)) t := by
    intro t
    have hline : HasDerivAt (fun t : ℝ => n + t • (q - n)) (q - n) t :=
      (((hasDerivAt_id' t).smul_const (q - n)).const_add n).congr_deriv (one_smul ℝ _)
    have hlin : HasDerivAt (fun t : ℝ => t • J n (q - n)) (J n (q - n)) t :=
      ((hasDerivAt_id' t).smul_const (J n (q - n))).congr_deriv (one_smul ℝ _)
    exact (((hJ (n + t • (q - n))).comp_hasDerivAt t hline).sub_const (f n)).sub hlin
  have hB : ∀ t : ℝ, HasDerivAt (fun t : ℝ => M / 2 * ‖q - n‖ ^ 2 * (t * t))
      (M * ‖q - n‖ ^ 2 * t) t := fun t =>
    (((hasDerivAt_id' t).fun_mul (hasDerivAt_id' t)).const_mul
      (M / 2 * ‖q - n‖ ^ 2)).congr_deriv (by ring)
  have h1 := image_norm_le_of_norm_deriv_right_le_deriv_boundary (a := 0) (b := 1)
    (fun t _ => (hg t).continuousAt.continuousWithinAt)
    (fun t _ => (hg t).hasDerivWithinAt) (by simp) hB
    (fun t ht => by
      calc ‖J (n + t • (q - n)) (q - n) - J n (q - n)‖
          = ‖(J (n + t • (q - n)) - J n) (q - n)‖ := by rw [sub_apply]
        _ ≤ ‖J (n + t • (q - n)) - J n‖ * ‖q - n‖ := ContinuousLinearMap.le_opNorm _ _
        _ ≤ (M * ‖n + t • (q - n) - n‖) * ‖q - n‖ :=
            mul_le_mul_of_nonneg_right (hL _) (norm_nonneg _)
        _ = M * ‖q - n‖ ^ 2 * t := by
            rw [add_sub_cancel_left, norm_smul, Real.norm_of_nonneg ht.1]; ring)
    (right_mem_Icc.mpr zero_le_one)
  simp only [one_smul, add_sub_cancel, mul_one] at h1
  exact h1
```

## The density error is squared

The hypothesis `hlow` is the lower bound on the Jacobian at `n`, and `hq` says that `q` is a zero of the residual. The identity for J(n)(n₁ − q) is `key`. Applying `hlow` to `n₁ - q` and combining it with the linearisation bound leaves a linear inequality, which `linarith` closes.

```lean
/-- After one Newton update the distance to a zero `q` of the residual is at most `M/(2m)` times the
square of the distance before the update, if the Jacobian is `M`-Lipschitz about `n` and stretches
every vector at `n` by at least `m > 0`. -/
theorem density_error {f : V → V} {J : V → V →L[ℝ] V} {M m : ℝ} {n n₁ q : V}
    (hJ : ∀ x, HasFDerivAt f (J x) x) (hL : ∀ x, ‖J x - J n‖ ≤ M * ‖x - n‖)
    (hm : 0 < m) (hlow : ∀ v, m * ‖v‖ ≤ ‖J n v‖) (hq : f q = 0)
    (hN : IsNewtonUpdate f J n n₁) :
    ‖n₁ - q‖ ≤ M * ‖n - q‖ ^ 2 / (2 * m) := by
  -- the Jacobian maps the new error to the linearisation error
  have key : J n (n₁ - q) = f q - f n - J n (q - n) := by
    have hsplit : n₁ - q = (n₁ - n) - (q - n) := by abel
    have hN' : J n (n₁ - n) = -f n := hN
    rw [hsplit, map_sub, hN', hq, zero_sub]
  have h1 := hlow (n₁ - q)
  have h2 := linearisation_error hJ hL q
  rw [key] at h1
  rw [norm_sub_rev q n] at h2
  rw [le_div_iff₀ (by positivity)]
  linarith
```

## The energy bound

The second-order accuracy of the shadow energy enters as `hU`. It is assumed for the given `U`, not derived from an energy functional. The proof squares the density bound and multiplies by `C`, which is where `hC` is used.

```lean
/-- A shadow energy `U` with an error of second order in the distance to a zero `q` of the residual
has an error of fourth order after one Newton update, if the Jacobian of the residual is
`M`-Lipschitz about `n` and stretches every vector at `n` by at least `m > 0`. -/
theorem shadow_energy_fourth_order {f : V → V} {J : V → V →L[ℝ] V} {U : V → ℝ}
    {M m C E : ℝ} {n n₁ q : V}
    (hJ : ∀ x, HasFDerivAt f (J x) x) (hL : ∀ x, ‖J x - J n‖ ≤ M * ‖x - n‖)
    (hm : 0 < m) (hlow : ∀ v, m * ‖v‖ ≤ ‖J n v‖) (hq : f q = 0)
    (hC : 0 ≤ C) (hU : ∀ x, |U x - E| ≤ C * ‖x - q‖ ^ 2)
    (hN : IsNewtonUpdate f J n n₁) :
    |U n₁ - E| ≤ C * M ^ 2 * ‖n - q‖ ^ 4 / (4 * m ^ 2) := by
  have h := pow_le_pow_left₀ (norm_nonneg _) (density_error hJ hL hm hlow hq hN) 2
  calc |U n₁ - E| ≤ C * ‖n₁ - q‖ ^ 2 := hU n₁
    _ ≤ C * (M * ‖n - q‖ ^ 2 / (2 * m)) ^ 2 := mul_le_mul_of_nonneg_left h hC
    _ = C * M ^ 2 * ‖n - q‖ ^ 4 / (4 * m ^ 2) := by ring
```

## Repeated updates

Here `n` is a sequence of densities, and `n k` is the density after `k` updates. The Lipschitz condition now holds between any two points, and `hlow` is assumed at every iterate. The induction `hd` proves rₖ ≤ r₀^(2^k); its successor step applies `density_error` and squares the induction hypothesis. The final `calc` block rewrites ‖nₖ − q‖ in terms of rₖ and inserts the result in the energy bound. What is raised to the power 2^(k+1) is r₀, the initial distance multiplied by M/(2m). If the bound is written with the unscaled distance ‖n₀ − q‖, as in the docstring, the constant in front depends on k.

```lean
/-- If the shadow-energy error is of second order in the distance to a zero `q` of the residual,
then after `k` Newton updates it is at most a constant times the initial distance to the power
`2^(k+1)`, provided that the Jacobian is `M`-Lipschitz with `M > 0` and stretches every vector by at
least `m > 0` at each iterate. -/
theorem shadow_energy_iterated {f : V → V} {J : V → V →L[ℝ] V} {U : V → ℝ}
    {M m C E : ℝ} {q : V} {n : ℕ → V}
    (hJ : ∀ x, HasFDerivAt f (J x) x) (hL : ∀ x y, ‖J x - J y‖ ≤ M * ‖x - y‖)
    (hM : 0 < M) (hm : 0 < m) (hlow : ∀ k v, m * ‖v‖ ≤ ‖J (n k) v‖) (hq : f q = 0)
    (hC : 0 ≤ C) (hU : ∀ x, |U x - E| ≤ C * ‖x - q‖ ^ 2)
    (hN : ∀ k, IsNewtonUpdate f J (n k) (n (k + 1))) (k : ℕ) :
    |U (n k) - E| ≤ C * (2 * m / M) ^ 2 * (M * ‖n 0 - q‖ / (2 * m)) ^ 2 ^ (k + 1) := by
  -- after j updates the scaled distance is at most its initial value to the power 2^j
  have hd : ∀ j, M * ‖n j - q‖ / (2 * m) ≤ (M * ‖n 0 - q‖ / (2 * m)) ^ 2 ^ j := by
    intro j
    induction j with
    | zero => simp
    | succ j ih =>
      have h := density_error hJ (fun x => hL x (n j)) hm (hlow j) hq (hN j)
      calc M * ‖n (j + 1) - q‖ / (2 * m)
          ≤ M * (M * ‖n j - q‖ ^ 2 / (2 * m)) / (2 * m) := by gcongr
        _ = (M * ‖n j - q‖ / (2 * m)) ^ 2 := by ring
        _ ≤ ((M * ‖n 0 - q‖ / (2 * m)) ^ 2 ^ j) ^ 2 :=
            pow_le_pow_left₀ (by positivity) ih 2
        _ = (M * ‖n 0 - q‖ / (2 * m)) ^ 2 ^ (j + 1) := by rw [← pow_mul, ← pow_succ]
  have hx : ‖n k - q‖ = 2 * m / M * (M * ‖n k - q‖ / (2 * m)) := by field_simp
  calc |U (n k) - E| ≤ C * ‖n k - q‖ ^ 2 := hU _
    _ = C * (2 * m / M) ^ 2 * (M * ‖n k - q‖ / (2 * m)) ^ 2 := by
        rw [mul_assoc, ← mul_pow, ← hx]
    _ ≤ C * (2 * m / M) ^ 2 * ((M * ‖n 0 - q‖ / (2 * m)) ^ 2 ^ k) ^ 2 :=
        mul_le_mul_of_nonneg_left (pow_le_pow_left₀ (by positivity) (hd k) 2) (by positivity)
    _ = _ := by rw [← pow_mul, ← pow_succ]
```

The convergence theorem adds the sufficient condition `h0`, which is r₀ < 1. The exponent 2^(k+1) grows without bound, so the power tends to zero, and `squeeze_zero` transfers this limit to the distance between `U (n k)` and `E`.

```lean
/-- Under the conditions of `shadow_energy_iterated`, the shadow energies of the Newton iterates
converge to `E` if the initial density satisfies `M ‖n₀ - q‖ < 2m`. -/
theorem shadow_energy_tendsto {f : V → V} {J : V → V →L[ℝ] V} {U : V → ℝ}
    {M m C E : ℝ} {q : V} {n : ℕ → V}
    (hJ : ∀ x, HasFDerivAt f (J x) x) (hL : ∀ x y, ‖J x - J y‖ ≤ M * ‖x - y‖)
    (hM : 0 < M) (hm : 0 < m) (hlow : ∀ k v, m * ‖v‖ ≤ ‖J (n k) v‖) (hq : f q = 0)
    (hC : 0 ≤ C) (hU : ∀ x, |U x - E| ≤ C * ‖x - q‖ ^ 2)
    (hN : ∀ k, IsNewtonUpdate f J (n k) (n (k + 1))) (h0 : M * ‖n 0 - q‖ < 2 * m) :
    Tendsto (fun k => U (n k)) atTop (𝓝 E) := by
  have hlt : M * ‖n 0 - q‖ / (2 * m) < 1 := by
    rw [div_lt_iff₀ (by positivity)]; linarith
  have hexp : Tendsto (fun k : ℕ => 2 ^ (k + 1)) atTop (atTop : Filter ℕ) :=
    (tendsto_pow_atTop_atTop_of_one_lt one_lt_two).comp (tendsto_add_atTop_nat 1)
  have hp := ((tendsto_pow_atTop_nhds_zero_of_lt_one (by positivity) hlt).comp
    hexp).const_mul (C * (2 * m / M) ^ 2)
  rw [mul_zero] at hp
  rw [tendsto_iff_dist_tendsto_zero]
  exact squeeze_zero (fun _ => dist_nonneg)
    (fun k => shadow_energy_iterated hJ hL hM hm hlow hq hC hU hN k) hp
```

## One density variable

For V = ℝ the conditions on the Jacobian follow from f′(n) ≤ −m < 0 and |f″| ≤ M. The slope condition is imposed only at the current density `n`, and f″ has to exist and be bounded but need not be continuous. For f(n) = ρ[n] − n, a negative slope means that ρ has slope less than 1 at n.

The proof applies the general theorem with `J x` equal to multiplication by `f' x`. The mean value inequality turns the bound on f″ into the Lipschitz condition, and the sign of f′(n) gives |f′(n)v| ≥ m|v|. The condition C ≥ 0 is no longer a hypothesis, because evaluating `hU` at `q + 1` yields it.

```lean
/-- For one density variable with `f'(n) ≤ -m < 0` and `|f''| ≤ M`, the update `n - f(n)/f'(n)`
turns a shadow-energy error of second order in the distance to a zero `q` of `f` into one of fourth
order. -/
theorem scalar_fourth_order {f f' f'' U : ℝ → ℝ} {M m C E n q : ℝ}
    (hf : ∀ x, HasDerivAt f (f' x) x) (hf' : ∀ x, HasDerivAt f' (f'' x) x)
    (hM : ∀ x, |f'' x| ≤ M) (hm : 0 < m) (hn : f' n ≤ -m) (hq : f q = 0)
    (hU : ∀ x, |U x - E| ≤ C * (x - q) ^ 2) :
    |U (scalarUpdate f f' n) - E| ≤ C * M ^ 2 * (n - q) ^ 4 / (4 * m ^ 2) := by
  have hC : 0 ≤ C := by
    have h := hU (q + 1)
    rw [add_sub_cancel_left, one_pow, mul_one] at h
    exact (abs_nonneg _).trans h
  have hneg : f' n < 0 := by linarith
  have hne : f' n ≠ 0 := hneg.ne
  -- in one dimension the Jacobian is multiplication by f'
  have h := shadow_energy_fourth_order (f := f) (U := U) (E := E) (C := C) (M := M) (n := n)
    (n₁ := scalarUpdate f f' n) (q := q) (J := fun x => f' x • ContinuousLinearMap.id ℝ ℝ)
    (fun x => by
      have hx := (hf x).hasFDerivAt
      have heq : ContinuousLinearMap.toSpanSingleton ℝ (f' x)
          = f' x • ContinuousLinearMap.id ℝ ℝ := by
        ext
        simp
      have hx' := hx.congr_fderiv heq
      exact hx')
    (fun x => by
      rw [← sub_smul, norm_smul, ContinuousLinearMap.norm_id, mul_one]
      exact convex_univ.norm_image_sub_le_of_norm_hasDerivWithin_le
        (fun y _ => (hf' y).hasDerivWithinAt) (fun y _ => hM y) (mem_univ n) (mem_univ x))
    hm
    (fun v => by
      change m * |v| ≤ |f' n * v|
      rw [abs_mul, abs_of_neg hneg]
      exact mul_le_mul_of_nonneg_right (by linarith) (abs_nonneg v))
    hq hC
    (fun x => by rw [Real.norm_eq_abs, sq_abs]; exact hU x)
    (by
      change f' n * (n - f n / f' n - n) = -f n
      have hc : f' n * (f n / f' n) = f n := by field_simp
      linear_combination -hc)
  rwa [Real.norm_eq_abs, Even.pow_abs (by decide : Even 4)] at h
```

## A quadratic residual that attains the bound

Take q = 0, a starting density a, and

f(x) = −m x + M x(a − x/2), U(x) = E + C x².

Then f′(x) = −m + M(a − x), so f′(a) = −m and f″ = −M. Since f(a) = −m a + M a²/2, the update is

n₁ = a + f(a)/m = M a²/(2m),

and the energy error is C n₁² = C M² a⁴/(4m²), equal to the bound. For M ≥ 0 and C ≥ 0 this example meets every hypothesis of the scalar theorem, so the factor 1/4 in the bound is the best possible.

The theorem lists the two derivatives, the zero at 0, the slope at `a` and the value of the error. In its proof, `hstep` computes the new density, and the last lines insert it in `U`.

```lean
/-- The scalar bound is attained for `M ≥ 0`: for every `m > 0`, real `M` and starting point `a`,
the residual `-m x + M x (a - x/2)` vanishes at `0`, has slope `-m` at `a` and second derivative
`-M`, and the shadow energy `E + C x²` with `C ≥ 0` has exactly the error `C M² a⁴/(4m²)` after one
Newton update from `a`. -/
theorem scalar_bound_sharp {m C : ℝ} (hm : 0 < m) (hC : 0 ≤ C) (M E a : ℝ) :
    let f : ℝ → ℝ := fun x => -m * x + M * (x * (a - x / 2))
    let f' : ℝ → ℝ := fun x => -m + M * (a - x)
    let U : ℝ → ℝ := fun x => E + C * x ^ 2
    (∀ x, HasDerivAt f (f' x) x) ∧ (∀ x, HasDerivAt f' (-M) x) ∧ f 0 = 0 ∧ f' a = -m ∧
      |U (scalarUpdate f f' a) - E| = C * M ^ 2 * a ^ 4 / (4 * m ^ 2) := by
  intro f f' U
  have hs : f' a = -m := by simp [f']
  refine ⟨fun x => ?_, fun x => ?_, by simp [f], hs, ?_⟩
  · exact (((hasDerivAt_id' x).const_mul (-m)).fun_add
      (((hasDerivAt_id' x).fun_mul
        (((hasDerivAt_id' x).div_const 2).const_sub a)).const_mul M)).congr_deriv
      (by simp only [f']; ring)
  · exact ((((hasDerivAt_id' x).const_sub a).const_mul M).const_add (-m)).congr_deriv (by ring)
  · -- the new density is exactly M a² / (2m)
    have hstep : scalarUpdate f f' a = M * a ^ 2 / (2 * m) := by
      have hc : m * m⁻¹ = 1 := mul_inv_cancel₀ hm.ne'
      rw [scalarUpdate, hs, div_neg, div_eq_mul_inv, div_eq_mul_inv, mul_inv]
      simp only [f]
      linear_combination (-a) * hc
    rw [hstep]
    simp only [U]
    rw [add_sub_cancel_left, abs_of_nonneg (by positivity)]
    ring

end ShadowEnergyNewton
```

```lean
#print axioms ShadowEnergyNewton.shadow_energy_fourth_order
#print axioms ShadowEnergyNewton.shadow_energy_tendsto
#print axioms ShadowEnergyNewton.scalar_fourth_order
#print axioms ShadowEnergyNewton.scalar_bound_sharp
```

```
'ShadowEnergyNewton.shadow_energy_fourth_order' depends on axioms: [propext, Classical.choice, Quot.sound]
'ShadowEnergyNewton.shadow_energy_tendsto' depends on axioms: [propext, Classical.choice, Quot.sound]
'ShadowEnergyNewton.scalar_fourth_order' depends on axioms: [propext, Classical.choice, Quot.sound]
'ShadowEnergyNewton.scalar_bound_sharp' depends on axioms: [propext, Classical.choice, Quot.sound]
```
